# Complex conjugation reverses the wave number of a plane wave on a finite ring

On a ring of N ≥ 1 sites, the plane wave with wave number k has the value φ_k(j) = exp(2πi jk/N)/√N at site j, with j and k taken modulo N. The factor 1/√N makes it normalised. The lemma `conj_orbital` states that the complex conjugate of φ_k is φ_{−k}, the wave with the opposite wave number. The attempt compares the two functions site by site and leaves the rest to a single `simp only` call, which is meant to turn the phase at −k into the conjugate of the phase at k.

The first attempt, which Lean rejects:

```lean
import Mathlib

open Matrix
open scoped Real

namespace ConjOrbital

noncomputable section

variable {N : ℕ} [NeZero N]

/-- The complex number `1/√2`, written `√2/2`. -/
local notation "r₂" => ((√2 / 2 : ℝ) : ℂ)

/-- The wave `φ_k(j) = ω^(jk) / √N` on a ring of `N ≥ 1` sites, with `ω = exp(2πi/N)`. -/
def orbital (k : ZMod N) : ZMod N → ℂ :=
  fun j => ZMod.stdAddChar (j * k) / ((√(N : ℝ) : ℝ) : ℂ)

/-- Complex conjugation reverses the wave number. -/
theorem conj_orbital (k : ZMod N) : star (orbital k) = orbital (-k) := by
  ext j
  simp only [orbital, Pi.star_apply, mul_neg, ZMod.stdAddChar_apply, AddChar.map_neg_eq_inv,
    Circle.coe_inv_eq_conj, Complex.star_def, map_div₀, Complex.conj_ofReal]

end

end ConjOrbital
```

Messages:

```
Main.lean:20:71: error: unsolved goals
N : ℕ
inst✝ : NeZero N
k j : ZMod N
⊢ (starRingEnd ℂ) ↑(ZMod.toCircle (j * k)) / ↑√↑N = (↑(ZMod.toCircle (j * k)))⁻¹ / ↑√↑N
Main.lean:23:4: warning: This simp argument is unused:
  Circle.coe_inv_eq_conj

Hint: Omit it from the simp argument list.
  [apply] simp only [orbital, Pi.star_apply, mul_neg, ZMod.stdAddChar_apply, AddChar.map_neg_eq_inv, Complex.star_def,
    map_div₀, Complex.conj_ofReal]

Note: This linter can be disabled with `set_option linter.unusedSimpArgs false`
```

Diagnosis. The error shows what `simp only` left unproved: the left side has the conjugate of the phase, the right side its inverse. These are equal because the phase lies on the unit circle, and `Circle.coe_inv_eq_conj` says so, but only for an inverse taken in `Circle` and then coerced to ℂ. Here `AddChar.map_neg_eq_inv` had acted on the complex-valued `ZMod.stdAddChar` before `ZMod.stdAddChar_apply` exposed the circle element, so the inverse stood outside the coercion. The lemma found no match, hence the warning that it is unused. Omitting it, as the hint suggests, would leave the same goal open.

The repair proves the phase identity separately as `hc`. There `rw` fixes the order: it first exposes `ZMod.toCircle` on both sides, then takes the inverse in `Circle`, where `Circle.coe_inv_eq_conj` applies. The final `simp only` uses `hc` in place of the three lemmas that prove it, so `ZMod.stdAddChar` stays in the form `hc` needs to match.

Lean accepts the file once it reads:

```diff
@@ -20,6 +20,9 @@
 theorem conj_orbital (k : ZMod N) : star (orbital k) = orbital (-k) := by
   ext j
-  simp only [orbital, Pi.star_apply, mul_neg, ZMod.stdAddChar_apply, AddChar.map_neg_eq_inv,
-    Circle.coe_inv_eq_conj, Complex.star_def, map_div₀, Complex.conj_ofReal]
+  have hc : (ZMod.stdAddChar (-(j * k)) : ℂ) = starRingEnd ℂ (ZMod.stdAddChar (j * k)) := by
+    rw [ZMod.stdAddChar_apply, ZMod.stdAddChar_apply, AddChar.map_neg_eq_inv,
+      Circle.coe_inv_eq_conj]
+  simp only [orbital, Pi.star_apply, mul_neg, hc, Complex.star_def, map_div₀,
+    Complex.conj_ofReal]
 
 end
```
